# Freeze-and-thaw for two affinely coupled subsystems: the sequential update has the squared spectral radius of the simultaneous one

## States, couplings and the two updates

Two subsystems are described by complex vectors $x$ and $y$, whose components are labelled by finite index sets $m$ and $n$ of sizes $|m|$ and $|n|$. The sizes are arbitrary and independent, and either set may be empty. They hold the unknowns of a self-consistent calculation, for example the expansion coefficients of each subsystem's electron density. The joint state is $v = (x, y)$, the list of all these unknowns and not a quantum state vector of the composite system. In Lean it is a function `v : m ⊕ n → ℂ` on the disjoint union of the index sets, with `v ∘ Sum.inl` for $x$ and `v ∘ Sum.inr` for $y$; `Sum.elim` joins two parts into a state, and `*ᵥ` is the matrix–vector product.

```lean
import Mathlib

open Matrix
open scoped ENNReal NNReal

namespace FreezeAndThaw

noncomputable section

variable {m n : Type*} [Fintype m] [Fintype n]
```

Solving the first subsystem with the second held at $y$ returns $Ay + a$, and solving the second with the first held at $x$ returns $Bx + b$. The coupling $A$ is an $|m| \times |n|$ complex matrix, $B$ is $|n| \times |m|$, and $a$, $b$ are fixed source vectors. No relation such as $B = A^\dagger$ is assumed. That the responses are affine is a postulate: it stands for the linearisation of a nonlinear subsystem solver about a self-consistent solution, with $A$ and $B$ the response of each part to a change in the other. The result of a single solve depends on the frozen partner alone and not on the previous value of the subsystem being solved, which expresses that each subsystem is solved completely in its frozen environment, without damping or mixing.

The simultaneous update uses old values in both equations,
$$x' = Ay + a, \qquad y' = Bx + b .$$

```lean
/-- Simultaneous update of two coupled subsystems `v = (x, y)`:
`x' = A y + a`, `y' = B x + b`. -/
def simStep (A : Matrix m n ℂ) (B : Matrix n m ℂ) (a : m → ℂ) (b : n → ℂ)
    (v : m ⊕ n → ℂ) : m ⊕ n → ℂ :=
  Sum.elim (A *ᵥ (v ∘ Sum.inr) + a) (B *ᵥ (v ∘ Sum.inl) + b)
```

The freeze-and-thaw sweep solves the first subsystem and then gives the second the new $x'$,
$$x' = Ay + a, \qquad y' = Bx' + b = B(Ay + a) + b .$$

```lean
/-- Freeze-and-thaw sweep: `x' = A y + a` with `y` frozen, then `y' = B x' + b` with the
new `x'` frozen. -/
def seqStep (A : Matrix m n ℂ) (B : Matrix n m ℂ) (a : m → ℂ) (b : n → ℂ)
    (v : m ⊕ n → ℂ) : m ⊕ n → ℂ :=
  Sum.elim (A *ᵥ (v ∘ Sum.inr) + a) (B *ᵥ (A *ᵥ (v ∘ Sum.inr) + a) + b)
```

These are the block Jacobi and block Gauss–Seidel iterations for the linear system $x - Ay = a$, $y - Bx = b$. The linear part of the simultaneous update is `simMatrix A B`,
$$J = \begin{pmatrix} 0 & A \\ B & 0 \end{pmatrix}.$$

```lean
/-- The block matrix `[[0, A], [B, 0]]` of the simultaneous update. -/
def simMatrix (A : Matrix m n ℂ) (B : Matrix n m ℂ) : Matrix (m ⊕ n) (m ⊕ n) ℂ :=
  fromBlocks 0 A B 0
```

The linear part of the sweep is `seqMatrix A B`, which contains the $|n| \times |n|$ round-trip coupling $BA$,
$$G = \begin{pmatrix} 0 & A \\ 0 & BA \end{pmatrix}.$$

```lean
/-- The block matrix `[[0, A], [0, BA]]` of the sequential update. -/
def seqMatrix (A : Matrix m n ℂ) (B : Matrix n m ℂ) : Matrix (m ⊕ n) (m ⊕ n) ℂ :=
  fromBlocks 0 A 0 (B * A)
```

## Both updates have the same fixed points

The two maps share their first component. If $v = (x, y)$ is fixed by either, that component gives $Ay + a = x$. Then $B(Ay + a) + b = Bx + b$, so the second components agree as well, both maps send $v$ to the same state, and that state is $v$. The theorem is an equivalence for a given $v$ and says nothing on whether a fixed point exists or is unique. In the proof `key` is the substitution of $Ay + a = x$, and each direction obtains this equation by evaluating the hypothesis at `Sum.inl i`.

```lean
/-- The simultaneous and the sequential update have the same fixed points. -/
theorem fixed_point_iff (A : Matrix m n ℂ) (B : Matrix n m ℂ) (a : m → ℂ) (b : n → ℂ)
    (v : m ⊕ n → ℂ) : simStep A B a b v = v ↔ seqStep A B a b v = v := by
  -- the updates agree as soon as the first subsystem is stationary
  have key : A *ᵥ (v ∘ Sum.inr) + a = v ∘ Sum.inl → seqStep A B a b v = simStep A B a b v := by
    intro h1
    unfold seqStep simStep
    rw [h1]
  constructor
  · intro h
    exact (key (funext fun i => congrFun h (Sum.inl i))).trans h
  · intro h
    exact (key (funext fun i => congrFun h (Sum.inl i))).symm.trans h
```

## Differences of states evolve by $J$ and by $G$

Take two states $v$ and $w$ with difference $v - w = (\delta x, \delta y)$. The sources cancel. A simultaneous step leaves the difference $(A\,\delta y,\; B\,\delta x) = J(v - w)$, and a sweep leaves $(A\,\delta y,\; BA\,\delta y) = G(v - w)$. When $w$ is a fixed point, $v - w$ is the error, so $J$ and $G$ are the error matrices. The proof expands the block product with `fromBlocks_mulVec` and compares the components of each subsystem in turn.

```lean
/-- The difference of two states is propagated by `[[0, A], [B, 0]]` in a simultaneous step
and by `[[0, A], [0, BA]]` in a sequential sweep. -/
theorem error_propagation (A : Matrix m n ℂ) (B : Matrix n m ℂ) (a : m → ℂ) (b : n → ℂ)
    (v w : m ⊕ n → ℂ) :
    simStep A B a b v - simStep A B a b w = simMatrix A B *ᵥ (v - w) ∧
    seqStep A B a b v - seqStep A B a b w = seqMatrix A B *ᵥ (v - w) := by
  have hl : (v - w) ∘ Sum.inl = v ∘ Sum.inl - w ∘ Sum.inl := rfl
  have hr : (v - w) ∘ Sum.inr = v ∘ Sum.inr - w ∘ Sum.inr := rfl
  constructor
  · rw [simMatrix, fromBlocks_mulVec, hl, hr]
    funext s
    rcases s with i | j <;> simp [simStep, mulVec_sub]
  · rw [seqMatrix, fromBlocks_mulVec, hl, hr]
    funext s
    rcases s with i | j <;> simp [seqStep, mulVec_sub, mulVec_add]
```

## One sweep advances $y$ as far as two simultaneous steps

Two simultaneous steps give
$$(x, y) \mapsto (Ay + a,\; Bx + b) \mapsto \bigl(A(Bx + b) + a,\; B(Ay + a) + b\bigr).$$
The second component is $B(Ay + a) + b$, which depends on $y$ alone and is what a single sweep produces. Hence, if two states $p$ and $q$ have the same $y$, one sweep from $p$ and two simultaneous steps from $q$ again have the same $y$. This is `step`. Induction on the number of sweeps $k$, with $2(k+1) = 2k + 1 + 1$, shows that $y$ after $k$ sweeps equals $y$ after $2k$ simultaneous steps from the same start; `^[k]` denotes $k$-fold iteration. The theorem compares the second subsystem only.

```lean
/-- The second subsystem after `k` sequential sweeps equals the second subsystem after `2k`
simultaneous steps from the same start. -/
theorem sweeps_eq_double_steps (A : Matrix m n ℂ) (B : Matrix n m ℂ) (a : m → ℂ) (b : n → ℂ)
    (v : m ⊕ n → ℂ) (k : ℕ) :
    (seqStep A B a b)^[k] v ∘ Sum.inr = (simStep A B a b)^[2 * k] v ∘ Sum.inr := by
  have step : ∀ p q : m ⊕ n → ℂ, p ∘ Sum.inr = q ∘ Sum.inr →
      seqStep A B a b p ∘ Sum.inr = simStep A B a b (simStep A B a b q) ∘ Sum.inr := by
    intro p q h
    simp only [seqStep, simStep, Sum.elim_comp_inl, Sum.elim_comp_inr, h]
  induction k with
  | zero => rfl
  | succ k ih =>
    have h2 : 2 * (k + 1) = 2 * k + 1 + 1 := by ring
    rw [h2, Function.iterate_succ_apply', Function.iterate_succ_apply',
      Function.iterate_succ_apply']
    exact step _ _ ih
```

## The spectrum of a matrix is its set of eigenvalues

Mathlib's `spectrum ℂ M`, written $\sigma(M)$, is the set of complex $u$ for which $u\,1 - M$ is not invertible. For a finite square matrix $M$ this means $\det(u\,1 - M) = 0$, which holds exactly when $(u\,1 - M)v = 0$ for some $v \neq 0$, that is $Mv = uv$. The final `rw` follows this chain, and `h` supplies the last rearrangement. The spectrum is a set, so multiplicities play no part in the statements that use it.

```lean
/-- A number lies in the spectrum of a square matrix exactly when it has an eigenvector. -/
theorem mem_spectrum_iff {k : Type*} [Fintype k] [DecidableEq k] (M : Matrix k k ℂ) (u : ℂ) :
    u ∈ spectrum ℂ M ↔ ∃ v, v ≠ 0 ∧ M *ᵥ v = u • v := by
  have h : ∀ v, (algebraMap ℂ (Matrix k k ℂ) u - M) *ᵥ v = 0 ↔ M *ᵥ v = u • v := by
    intro v
    have hs : (u • (1 : Matrix k k ℂ)) *ᵥ v = u • v := by
      rw [Matrix.smul_mulVec, one_mulVec]
    rw [Algebra.algebraMap_eq_smul_one, sub_mulVec, hs, sub_eq_zero, eq_comm]
  rw [spectrum.mem_iff, Matrix.isUnit_iff_isUnit_det, isUnit_iff_ne_zero, ne_eq, not_not,
    ← Matrix.exists_mulVec_eq_zero_iff]
  simp only [h]
```

## Eigenvalues of $J$ and of the round trip $BA$

Let $l \neq 0$ be a complex number and $Jv = lv$ with $v = (x, y) \neq 0$. The two block rows read
$$Ay = l\,x, \qquad Bx = l\,y ,$$
and these are `h1` and `h2`. Applying $B$ to the first and using the second gives $BAy = l\,Bx = l^2 y$. The vector $y$ is nonzero: $y = 0$ would give $l\,x = 0$, hence $x = 0$ and $v = 0$. So $l^2 \in \sigma(BA)$.

Conversely, let $BAy = l^2 y$ with $y \neq 0$ and set $x = Ay/l$. Then $Ay = l\,x$ and $Bx = BAy/l = l\,y$, so $(x, y)$ is an eigenvector of $J$ with eigenvalue $l$, nonzero because $y$ is. The witness appears as `Sum.elim (l⁻¹ • A *ᵥ y) y`. The hypothesis `hl : l ≠ 0` enters once in each direction.

```lean
variable [DecidableEq m] [DecidableEq n]

/-- A nonzero `l` is an eigenvalue of the simultaneous matrix exactly when `l ^ 2` is an
eigenvalue of the round-trip coupling `BA`. -/
theorem sim_spectrum_iff (A : Matrix m n ℂ) (B : Matrix n m ℂ) {l : ℂ} (hl : l ≠ 0) :
    l ∈ spectrum ℂ (simMatrix A B) ↔ l ^ 2 ∈ spectrum ℂ (B * A) := by
  rw [mem_spectrum_iff, mem_spectrum_iff]
  constructor
  · rintro ⟨v, hv0, hv⟩
    rw [simMatrix, fromBlocks_mulVec] at hv
    have h1 : A *ᵥ (v ∘ Sum.inr) = l • (v ∘ Sum.inl) := by
      funext i
      simpa using congrFun hv (Sum.inl i)
    have h2 : B *ᵥ (v ∘ Sum.inl) = l • (v ∘ Sum.inr) := by
      funext j
      simpa using congrFun hv (Sum.inr j)
    refine ⟨v ∘ Sum.inr, fun hy => hv0 ?_, ?_⟩
    · -- y = 0 forces l x = A y = 0
      rw [hy, mulVec_zero] at h1
      have hx : v ∘ Sum.inl = 0 := (smul_eq_zero.1 h1.symm).resolve_left hl
      funext s
      rcases s with i | j
      · exact congrFun hx i
      · exact congrFun hy j
    · rw [← mulVec_mulVec, h1, mulVec_smul, h2, smul_smul, sq]
  · rintro ⟨y, hy0, hy⟩
    -- rebuild the first subsystem as x = A y / l
    refine ⟨Sum.elim (l⁻¹ • A *ᵥ y) y,
      fun h => hy0 (funext fun j => congrFun h (Sum.inr j)), ?_⟩
    rw [simMatrix, fromBlocks_mulVec]
    simp only [Sum.elim_comp_inl, Sum.elim_comp_inr, zero_mulVec, add_zero,
      mulVec_smul, mulVec_mulVec, hy]
    funext s
    rcases s with i | j <;> simp [sq, mul_assoc, hl]
```

## Eigenvalues of $G$ and of $BA$

Let $u \neq 0$ and $Gv = uv$ with $v = (x, y) \neq 0$. The block rows are
$$Ay = u\,x, \qquad BAy = u\,y .$$
The second is already the eigenvalue equation of $BA$, and $y \neq 0$ by the same argument as for $J$. Conversely, from $BAy = uy$ with $y \neq 0$, the choice $x = Ay/u$ satisfies the first row. The nonzero eigenvalues of $G$ and $BA$ therefore coincide.

```lean
/-- A nonzero `u` is an eigenvalue of the sequential matrix exactly when it is an eigenvalue
of the round-trip coupling `BA`. -/
theorem seq_spectrum_iff (A : Matrix m n ℂ) (B : Matrix n m ℂ) {u : ℂ} (hu : u ≠ 0) :
    u ∈ spectrum ℂ (seqMatrix A B) ↔ u ∈ spectrum ℂ (B * A) := by
  rw [mem_spectrum_iff, mem_spectrum_iff]
  constructor
  · rintro ⟨v, hv0, hv⟩
    rw [seqMatrix, fromBlocks_mulVec] at hv
    have h1 : A *ᵥ (v ∘ Sum.inr) = u • (v ∘ Sum.inl) := by
      funext i
      simpa using congrFun hv (Sum.inl i)
    have h2 : (B * A) *ᵥ (v ∘ Sum.inr) = u • (v ∘ Sum.inr) := by
      funext j
      simpa using congrFun hv (Sum.inr j)
    refine ⟨v ∘ Sum.inr, fun hy => hv0 ?_, h2⟩
    rw [hy, mulVec_zero] at h1
    have hx : v ∘ Sum.inl = 0 := (smul_eq_zero.1 h1.symm).resolve_left hu
    funext s
    rcases s with i | j
    · exact congrFun hx i
    · exact congrFun hy j
  · rintro ⟨y, hy0, hy⟩
    refine ⟨Sum.elim (u⁻¹ • A *ᵥ y) y,
      fun h => hy0 (funext fun j => congrFun h (Sum.inr j)), ?_⟩
    rw [seqMatrix, fromBlocks_mulVec]
    simp only [Sum.elim_comp_inl, Sum.elim_comp_inr, zero_mulVec, zero_add, hy]
    funext s
    rcases s with i | j <;> simp [hu]
```

## Nonzero eigenvalues of $G$ are the squares of eigenvalues of $J$

For all $A$, $B$ and every $u \neq 0$,
$$u \in \sigma(G) \iff u = l^2 \text{ for some } l \in \sigma(J).$$
By the previous result the left side may be replaced by $u \in \sigma(BA)$. If it holds, choose a complex square root $l$ of $u$, which `IsAlgClosed.exists_pow_nat_eq` provides. It is nonzero since $u$ is, and $l^2 \in \sigma(BA)$ gives $l \in \sigma(J)$. If instead $u = l^2$ with $l \in \sigma(J)$, then $l \neq 0$ and $l^2 \in \sigma(BA)$. The square root is the reason for working over $\mathbb{C}$: real couplings are included as complex matrices with real entries, and a negative eigenvalue of $BA$ then corresponds to imaginary eigenvalues of $J$.

```lean
/-- A nonzero `u` is an eigenvalue of the sequential matrix exactly when `u = l ^ 2` for an
eigenvalue `l` of the simultaneous matrix. -/
theorem seq_eigenvalue_iff_sq (A : Matrix m n ℂ) (B : Matrix n m ℂ) {u : ℂ} (hu : u ≠ 0) :
    u ∈ spectrum ℂ (seqMatrix A B) ↔ ∃ l ∈ spectrum ℂ (simMatrix A B), u = l ^ 2 := by
  rw [seq_spectrum_iff A B hu]
  constructor
  · intro h
    obtain ⟨l, rfl⟩ := IsAlgClosed.exists_pow_nat_eq u (by norm_num : 0 < 2)
    have hl : l ≠ 0 := fun h0 => hu (by simp [h0])
    exact ⟨l, (sim_spectrum_iff A B hl).2 h, rfl⟩
  · rintro ⟨l, h, rfl⟩
    have hl : l ≠ 0 := fun h0 => hu (by simp [h0])
    exact (sim_spectrum_iff A B hl).1 h
```

## The spectral radius is squared

The spectral radius $\rho(M)$ is the supremum of $|u|$ over $u \in \sigma(M)$. Mathlib's `spectralRadius ℂ M` takes values in `ℝ≥0∞`, the nonnegative reals with $\infty$ added, and equals $0$ when the spectrum is empty, as it is when both index sets are empty. The theorem states
$$\rho(G) = \rho(J)^2$$
for all $A$ and $B$, with no further hypothesis.

For $\rho(G) \le \rho(J)^2$, take $u \in \sigma(G)$. If $u = 0$ the bound $|u| \le \rho(J)^2$ is trivial; otherwise $u = l^2$ with $l \in \sigma(J)$ and $|u| = |l|^2 \le \rho(J)^2$. The opposite inequality is first rewritten as $\rho(J) \le \rho(G)^{1/2}$, so that a supremum stands alone on the left; `root` is the equivalence of $s \le t^{1/2}$ and $s^2 \le t$ for $s, t$ in `ℝ≥0∞`. A nonzero $l \in \sigma(J)$ has $l^2 \in \sigma(G)$, so $|l|^2 \le \rho(G)$, and $l = 0$ is again trivial. The auxiliary `bound` says that each eigenvalue modulus lies below the supremum, and `iSup₂_le` reduces each inequality to a single eigenvalue.

```lean
/-- The spectral radius of the sequential matrix is the square of the spectral radius of the
simultaneous matrix. -/
theorem spectralRadius_seq (A : Matrix m n ℂ) (B : Matrix n m ℂ) :
    spectralRadius ℂ (seqMatrix A B) = spectralRadius ℂ (simMatrix A B) ^ 2 := by
  have bound : ∀ (M : Matrix (m ⊕ n) (m ⊕ n) ℂ) (k : ℂ), k ∈ spectrum ℂ M →
      (‖k‖₊ : ℝ≥0∞) ≤ spectralRadius ℂ M := fun M k hk =>
    le_iSup₂ (f := fun k (_ : k ∈ spectrum ℂ M) => (‖k‖₊ : ℝ≥0∞)) k hk
  have root : ∀ x y : ℝ≥0∞, x ≤ y ^ ((2 : ℝ)⁻¹) ↔ x ^ 2 ≤ y := by
    intro x y
    rw [ENNReal.le_rpow_inv_iff (by norm_num), ENNReal.rpow_two]
  apply le_antisymm
  · refine iSup₂_le fun u hu => ?_
    change (‖u‖₊ : ℝ≥0∞) ≤ _
    by_cases h0 : u = 0
    · simp [h0]
    · obtain ⟨l, hl, rfl⟩ := (seq_eigenvalue_iff_sq A B h0).1 hu
      have hb := bound _ l hl
      rw [nnnorm_pow, ENNReal.coe_pow]
      gcongr
  · rw [← root]
    refine iSup₂_le fun l hl => ?_
    change (‖l‖₊ : ℝ≥0∞) ≤ _
    by_cases h0 : l = 0
    · simp [h0]
    · have hb := bound _ _ ((seq_eigenvalue_iff_sq A B (pow_ne_zero 2 h0)).2 ⟨l, hl, rfl⟩)
      rw [nnnorm_pow, ENNReal.coe_pow] at hb
      exact (root _ _).2 hb
```

Reading $\rho$ as the asymptotic factor by which the error changes per iteration, in the worst case over starting errors, rests on a standard fact about matrix powers that no theorem in the file addresses. On that reading $\rho(J) = 0.9$ becomes $\rho(G) = 0.81$, in line with one sweep advancing $y$ by two simultaneous steps, while for $\rho(J) > 1$ the worst-case error grows faster per sweep than per simultaneous step. A particular starting error, such as an eigenvector whose eigenvalue has modulus below $\rho$, can be multiplied by a smaller factor per iteration. For freeze-and-thaw cycles in subsystem electronic-structure calculations, the identity describes the case of exactly two subsystems in a finite basis, fully relaxed in each solve and close enough to self-consistency for the response to be linear. A sweep and a simultaneous step each contain two subsystem solves, but in the simultaneous step both use old values and can run in parallel, whereas in the sweep the second solve takes the output $x'$ of the first as its input.

## The eigenvalue zero: $A = B = 1$

Without $u \neq 0$ the eigenvalue correspondence fails already for one degree of freedom per subsystem, where both index sets are `Unit`. With $A = B = 1$,
$$J = \begin{pmatrix} 0 & 1 \\ 1 & 0 \end{pmatrix}, \qquad G = \begin{pmatrix} 0 & 1 \\ 0 & 1 \end{pmatrix}.$$
The unit vector $v = (1, 0)$, written `Sum.elim 1 0`, has $Gv = 0$, because the sweep discards the old $x$; thus $0 \in \sigma(G)$. If $0 = l^2$ with $l \in \sigma(J)$, then $l = 0$ and $J(x, y) = (y, x) = 0$ for some nonzero $(x, y)$, which is impossible. In the last lines of the proof the `Sum.inr` row gives $x = 0$ and the `Sum.inl` row gives $y = 0$. So at $u = 0$ the left side of the equivalence holds and the right side does not. The identity for the radii is unaffected, since an eigenvalue of modulus zero does not raise a supremum of moduli.

```lean
/-- For scalar couplings `A = B = 1`, zero is an eigenvalue of the sequential matrix but is
not the square of an eigenvalue of the simultaneous matrix. -/
theorem zero_eigenvalue_exception :
    (0 : ℂ) ∈ spectrum ℂ (seqMatrix (1 : Matrix Unit Unit ℂ) (1 : Matrix Unit Unit ℂ)) ∧
    ¬ ∃ l ∈ spectrum ℂ (simMatrix (1 : Matrix Unit Unit ℂ) (1 : Matrix Unit Unit ℂ)),
      (0 : ℂ) = l ^ 2 := by
  constructor
  · rw [mem_spectrum_iff]
    refine ⟨Sum.elim 1 0, fun h => ?_, ?_⟩
    · simpa using congrFun h (Sum.inl ())
    · rw [seqMatrix, fromBlocks_mulVec]
      funext s
      rcases s with i | j <;> simp
  · rintro ⟨l, hl, h0⟩
    have hl0 : l = 0 := by simpa using h0.symm
    rw [hl0, mem_spectrum_iff] at hl
    obtain ⟨v, hv0, hv⟩ := hl
    rw [simMatrix, fromBlocks_mulVec] at hv
    apply hv0
    funext s
    rcases s with i | j
    · simpa using congrFun hv (Sum.inr i)
    · simpa using congrFun hv (Sum.inl j)

end

end FreezeAndThaw
```

```lean
#print axioms FreezeAndThaw.error_propagation
#print axioms FreezeAndThaw.sweeps_eq_double_steps
#print axioms FreezeAndThaw.spectralRadius_seq
#print axioms FreezeAndThaw.zero_eigenvalue_exception
```

```
'FreezeAndThaw.error_propagation' depends on axioms: [propext, Classical.choice, Quot.sound]
'FreezeAndThaw.sweeps_eq_double_steps' depends on axioms: [propext, Classical.choice, Quot.sound]
'FreezeAndThaw.spectralRadius_seq' depends on axioms: [propext, Classical.choice, Quot.sound]
'FreezeAndThaw.zero_eigenvalue_exception' depends on axioms: [propext, Classical.choice, Quot.sound]
```
